# At most $1+k(n-k)+\binom{k}{2}\binom{n-k}{2}$ nonzeros per row of a $k$-electron Slater-determinant CI matrix with one- and two-body terms

## Do I count a double replacement once or twice?

To bound the nonzero entries in one row of a configuration-interaction matrix, I first have to choose what labels the row, and I take the set of occupied spin orbitals. With $k$ electrons in $n$ orthonormal spin orbitals, I then count the determinants that the Hamiltonian can reach. But replacing $p\to r$, $q\to s$ gives the same set as $p\to s$, $q\to r$, with a different sign. Does that pair count once or twice, and can the signs be ignored?

## Once: a determinant is fixed by what is emptied and what is filled

It counts once. The signs belong to the operators, and the bound doesn't depend on them.

Let $D$ be the fixed determinant and $D'$ any determinant with $k$ electrons, $D$ itself included. Since $|D\setminus D'| = k-|D\cap D'| = |D'\setminus D|$, as many orbitals are filled as are emptied; call this number $r$ (a count here, not the orbital $r$ of the replacements above or of $H$ below). The sets $A=D\setminus D'$ and $B=D'\setminus D$ determine $D'=(D\setminus A)\cup B$. Conversely, any $r$ orbitals $A$ from the $k$ occupied ones and any $r$ orbitals $B$ from the $n-k$ empty ones give such a $D'$. There are therefore $\binom{k}{r}\binom{n-k}{r}$ determinants at exactly $r$ replacements, and summing over $r=0,1,2$ gives
$$1+k(n-k)+\binom{k}{2}\binom{n-k}{2}.$$

Now take
$$H=\sum_{pq}h_{pq}\,a_p^\dagger a_q+\tfrac12\sum_{pqrs}g_{pqrs}\,a_p^\dagger a_q^\dagger a_s a_r .$$
The vector $|D'\rangle$ has no orbital outside $D'$. An annihilator cannot raise the number of orbitals outside $D'$, and a creator raises it by at most one. After two creators it is at most two, so $\langle D|H|D'\rangle=0$ whenever $|D\setminus D'|>2$. Every nonzero entry of row $D$ thus lies in the counted set.

In the Lean file, `Finset (Fin n)` is the type of occupation sets, `determinants n k` collects those with $k$ electrons, and `replacements D D'` is $|D\setminus D'|$. A `Fock n` vector assigns a complex amplitude to each set. The operators carry a factor $-1$ for each occupied orbital preceding the one acted on. The matrix element $\langle D|H|D'\rangle$ is `hamiltonian h g (ket D') D`. The integrals `h` and `g` are arbitrary complex numbers, with no Hermiticity or permutation symmetry assumed; `g p q r s` corresponds to $\langle pq|rs\rangle$. The hypothesis `hD` says that $D$ has $k$ electrons, which already forces $k\le n$.

`card_within_two` is the exact count and `row_nonzeros_le` the row bound. The bound helps to size sparse storage when a CI code stores the matrix over determinants explicitly and the interactions are at most two-body. What remains to be supplied for a molecule is the identification of `h` and `g` with integrals over orthonormal orbitals. Spin or spatial symmetry may make a row sparser still.

```lean
import Mathlib

open Finset

namespace ConfigurationInteractionRow

noncomputable section

/-- The determinants of `k` electrons in `n` spin orbitals, each given by its set of occupied
orbitals. -/
def determinants (n k : ℕ) : Finset (Finset (Fin n)) := powersetCard k univ

/-- The number of orbitals occupied in `D` but not in `D'`; for equal electron numbers this is
the number of orbital replacements between the two determinants. -/
def replacements {n : ℕ} (D D' : Finset (Fin n)) : ℕ := (D \ D').card

/-- Fock-space vectors, given by their amplitudes on the determinants. -/
abbrev Fock (n : ℕ) := Finset (Fin n) → ℂ

/-- The basis vector of a single determinant. -/
def ket {n : ℕ} (D : Finset (Fin n)) : Fock n := fun S => if S = D then 1 else 0

/-- The fermionic phase: a factor `-1` for each occupied orbital that precedes `p`. -/
def phase {n : ℕ} (p : Fin n) (S : Finset (Fin n)) : ℂ :=
  (-1) ^ (S.filter (fun q => q < p)).card

/-- The operator that removes an electron from orbital `p`. -/
def annihilate {n : ℕ} (p : Fin n) (ψ : Fock n) : Fock n :=
  fun S => if p ∈ S then 0 else phase p S * ψ (insert p S)

/-- The operator that adds an electron to orbital `p`. -/
def create {n : ℕ} (p : Fin n) (ψ : Fock n) : Fock n :=
  fun S => if p ∈ S then phase p S * ψ (S.erase p) else 0

/-- The Hamiltonian with one-body integrals `h` and two-body integrals `g`, in second
quantisation. -/
def hamiltonian {n : ℕ} (h : Fin n → Fin n → ℂ) (g : Fin n → Fin n → Fin n → Fin n → ℂ)
    (ψ : Fock n) : Fock n := fun S =>
  (∑ p, ∑ q, h p q * create p (annihilate q ψ) S) +
    (1 / 2) * (∑ p, ∑ q, ∑ r, ∑ s,
      g p q r s * create p (create q (annihilate s (annihilate r ψ))) S)

/-- The vector `ψ` has no amplitude on determinants with more than `m` orbitals outside `D'`. -/
def Within {n : ℕ} (m : ℕ) (D' : Finset (Fin n)) (ψ : Fock n) : Prop :=
  ∀ S, m < replacements S D' → ψ S = 0

/-- Exactly `C(k,r) C(n-k,r)` determinants of `k` electrons differ from a given one by `r`
orbital replacements. -/
theorem card_exact_replacements {n k : ℕ} (D : Finset (Fin n)) (hD : D.card = k) (r : ℕ) :
    ((determinants n k).filter (fun D' => replacements D D' = r)).card =
      k.choose r * (n - k).choose r := by
  have hc : Dᶜ.card = n - k := by rw [card_compl, Fintype.card_fin, hD]
  rw [← hc, ← hD, ← card_powersetCard, ← card_powersetCard, ← card_product]
  -- a determinant corresponds to the pair (orbitals emptied, orbitals filled)
  refine card_bij' (fun D' _ => (D \ D', D' \ D)) (fun P _ => (D \ P.1) ∪ P.2) ?_ ?_ ?_ ?_
  · intro D' h
    obtain ⟨h1, h2⟩ := mem_filter.mp h
    have h3 : D'.card = D.card := (mem_powersetCard.mp h1).2
    have h4 : (D \ D').card = r := h2
    have e1 := card_sdiff_add_card_inter D D'
    have e2 := card_sdiff_add_card_inter D' D
    rw [inter_comm] at e2
    refine mem_product.mpr ⟨mem_powersetCard.mpr ⟨sdiff_subset, h4⟩,
      mem_powersetCard.mpr ⟨?_, ?_⟩⟩
    · intro x hx
      exact mem_compl.mpr (mem_sdiff.mp hx).2
    · change (D' \ D).card = r
      omega
  · rintro ⟨A, B⟩ h
    obtain ⟨hA, hB⟩ := mem_product.mp h
    obtain ⟨hA1, hA2⟩ := mem_powersetCard.mp hA
    obtain ⟨hB1, hB2⟩ := mem_powersetCard.mp hB
    dsimp only at hA1 hA2 hB1 hB2 ⊢
    have hB3 : ∀ x ∈ B, x ∉ D := fun x hx => mem_compl.mp (hB1 hx)
    have hdis : Disjoint (D \ A) B :=
      disjoint_left.mpr fun x hx hxB => hB3 x hxB (mem_sdiff.mp hx).1
    have e1 := card_sdiff_add_card_eq_card hA1
    have e2 := card_union_of_disjoint hdis
    have e3 : D \ ((D \ A) ∪ B) = A := by
      ext x
      have a1 := @hA1 x
      have b1 := hB3 x
      simp only [mem_sdiff, mem_union]
      tauto
    refine mem_filter.mpr ⟨mem_powersetCard.mpr ⟨subset_univ _, by omega⟩, ?_⟩
    rw [replacements, e3, hA2]
  · intro D' _
    ext x
    simp only [mem_sdiff, mem_union]
    tauto
  · rintro ⟨A, B⟩ h
    obtain ⟨hA, hB⟩ := mem_product.mp h
    have hA1 := (mem_powersetCard.mp hA).1
    have hB1 := (mem_powersetCard.mp hB).1
    dsimp only at hA1 hB1 ⊢
    refine Prod.ext ?_ ?_ <;> ext x <;> have a1 := @hA1 x <;> have b1 := @hB1 x <;>
      simp only [mem_sdiff, mem_union, mem_compl] at * <;> tauto

/-- The number of `k`-electron determinants within `m` orbital replacements of a given one is
the sum of `C(k,r) C(n-k,r)` over `r` from `0` to `m`. -/
theorem card_within_replacements {n k : ℕ} (D : Finset (Fin n)) (hD : D.card = k) (m : ℕ) :
    ((determinants n k).filter (fun D' => replacements D D' ≤ m)).card =
      ∑ r ∈ range (m + 1), k.choose r * (n - k).choose r := by
  rw [card_eq_sum_card_fiberwise (f := replacements D) (t := range (m + 1))]
  · refine sum_congr rfl fun r hr => ?_
    have hr' := mem_range.mp hr
    rw [← card_exact_replacements D hD r, filter_filter]
    congr 1
    refine filter_congr fun D' _ => ?_
    constructor
    · exact fun h => h.2
    · exact fun h => ⟨by omega, h⟩
  · intro D' h
    have h' := (mem_filter.mp (mem_coe.mp h)).2
    exact mem_coe.mpr (mem_range.mpr (by omega))

/-- Exactly `1 + k(n-k) + C(k,2) C(n-k,2)` determinants of `k` electrons differ from a given
one by at most two orbital replacements. -/
theorem card_within_two {n k : ℕ} (D : Finset (Fin n)) (hD : D.card = k) :
    ((determinants n k).filter (fun D' => replacements D D' ≤ 2)).card =
      1 + k * (n - k) + k.choose 2 * (n - k).choose 2 := by
  rw [card_within_replacements D hD 2]
  simp [sum_range_succ]

/-- Removing an electron does not raise the largest number of orbitals outside `D'`. -/
theorem Within.annihilate {n m : ℕ} {D' : Finset (Fin n)} {ψ : Fock n}
    (hψ : Within m D' ψ) (p : Fin n) :
    Within m D' (ConfigurationInteractionRow.annihilate p ψ) := by
  intro S hS
  have hle : replacements S D' ≤ replacements (insert p S) D' :=
    card_le_card (sdiff_subset_sdiff (subset_insert p S) (Subset.refl _))
  simp [ConfigurationInteractionRow.annihilate, hψ _ (lt_of_lt_of_le hS hle)]

/-- Adding an electron raises the largest number of orbitals outside `D'` by at most one. -/
theorem Within.create {n m : ℕ} {D' : Finset (Fin n)} {ψ : Fock n}
    (hψ : Within m D' ψ) (p : Fin n) :
    Within (m + 1) D' (ConfigurationInteractionRow.create p ψ) := by
  intro S hS
  have hsub : S \ D' ⊆ insert p (S.erase p \ D') := by
    intro x hx
    simp only [mem_insert, mem_sdiff, mem_erase] at *
    tauto
  have hle : replacements S D' ≤ replacements (S.erase p) D' + 1 :=
    (card_le_card hsub).trans (card_insert_le _ _)
  simp [ConfigurationInteractionRow.create, hψ (S.erase p) (by omega)]

/-- Slater-Condon selection rule: the Hamiltonian matrix element between `D` and `D'` vanishes
if more than two orbitals of `D` are unoccupied in `D'`. -/
theorem slater_condon_selection {n : ℕ} (h : Fin n → Fin n → ℂ)
    (g : Fin n → Fin n → Fin n → Fin n → ℂ) (D D' : Finset (Fin n))
    (hDD : 2 < replacements D D') : hamiltonian h g (ket D') D = 0 := by
  have h0 : Within 0 D' (ket D') := by
    intro S hS
    have hne : S ≠ D' := by
      rintro rfl
      simp [replacements] at hS
    simp [ket, hne]
  -- each creation operator accounts for at most one replacement
  have h1 : ∀ p q, create p (annihilate q (ket D')) D = 0 :=
    fun p q => (h0.annihilate q).create p D (by omega)
  have h2 : ∀ p q r s, create p (create q (annihilate s (annihilate r (ket D')))) D = 0 :=
    fun p q r s => (((h0.annihilate r).annihilate s).create q).create p D (by omega)
  simp [hamiltonian, h1, h2]

/-- In the row of a `k`-electron determinant, a Hamiltonian with one- and two-body terms has at
most `1 + k(n-k) + C(k,2) C(n-k,2)` nonzero entries among the `k`-electron determinants. -/
theorem row_nonzeros_le {n k : ℕ} (h : Fin n → Fin n → ℂ)
    (g : Fin n → Fin n → Fin n → Fin n → ℂ) (D : Finset (Fin n)) (hD : D.card = k) :
    ((determinants n k).filter (fun D' => hamiltonian h g (ket D') D ≠ 0)).card ≤
      1 + k * (n - k) + k.choose 2 * (n - k).choose 2 := by
  rw [← card_within_two D hD]
  refine card_le_card fun D' hD' => ?_
  obtain ⟨h1, h2⟩ := mem_filter.mp hD'
  refine mem_filter.mpr ⟨h1, ?_⟩
  by_contra hlt
  exact h2 (slater_condon_selection h g D D' (by omega))

/-- A two-body operator string connects `D` to the determinant in which two distinct occupied
orbitals `p`, `q` are replaced by two distinct empty orbitals `r`, `s`. -/
theorem double_replacement_couples {n : ℕ} (D : Finset (Fin n)) {p q r s : Fin n}
    (hp : p ∈ D) (hq : q ∈ D) (hpq : p ≠ q) (hr : r ∉ D) (hs : s ∉ D) (hrs : r ≠ s) :
    create p (create q (annihilate s (annihilate r
      (ket (insert r (insert s ((D.erase p).erase q))))))) D ≠ 0 := by
  have hphase : ∀ (x : Fin n) (S : Finset (Fin n)), phase x S ≠ 0 :=
    fun x S => pow_ne_zero _ (by norm_num)
  simp [create, annihilate, ket, hp, hq, hpq.symm, hr, hs, hrs, hphase]

end

end ConfigurationInteractionRow
```

```lean
#print axioms ConfigurationInteractionRow.row_nonzeros_le
#print axioms ConfigurationInteractionRow.double_replacement_couples
```

```
'ConfigurationInteractionRow.row_nonzeros_le' depends on axioms: [propext, Classical.choice, Quot.sound]
'ConfigurationInteractionRow.double_replacement_couples' depends on axioms: [propext, Classical.choice, Quot.sound]
```

`card_exact_replacements` is the pair argument: `card_bij'` receives the map $D'\mapsto(A,B)$ and its inverse, then checks that each lands in the right set and that they undo each other. `card_within_replacements` sorts determinants by $r$ for any maximum level $m$, and `card_within_two` expands the sum at $m=2$.

`Within m D' ψ` says that $\psi$ vanishes on sets with more than $m$ orbitals outside $D'$. `Within.annihilate` keeps $m$, and `Within.create` moves it to $m+1$. `slater_condon_selection` starts from `Within 0 D' (ket D')` and chains these lemmas through each operator string, so every term is zero. `row_nonzeros_le` turns this into an inclusion of finite sets and compares their sizes.

`double_replacement_couples` shows that a single two-body string does connect determinants two replacements apart: `simp` reduces the amplitude to a product of nonzero phases. Here `p`, `q` are occupied in $D$ and `r`, `s` are empty, where textbooks often write $i,j$ and $a,b$.

A different model would take any matrix that vanishes beyond two replacements. The counting would be unchanged and the operators unnecessary, but the selection rule would then be an assumption.

Without `hD` the exact count can fail. Take $n=3$, $k=0$ and $D$ with all three orbitals occupied: the only zero-electron determinant is the vacuum, and $|D\setminus\emptyset|=3$. The count is $0$, while the formula gives $1$, so the formula does not hold for arbitrary unrelated $D$ and $k$.
